# Fermionic two-body interactions that conserve momentum in every term commute with the total momentum

## Two particles scatter in a box

Two electrons in a uniform periodic box occupy plane-wave modes $r$ and $s$. They repel each other and end up in modes $p$ and $q$. The interaction depends only on their separation, so the amplitude for this process vanishes unless the momenta before and after have the same sum. This is a condition on a table of numbers. Conservation of momentum in the many-body system is a statement about operators: the interaction has to commute with the total momentum. How does the first give the second, and when can one go back?

## Modes, labels and amplitudes

Let $c_p$ and $a_p$ be the creation and annihilation operators of finitely many modes, with

$$\{c_p,c_q\}=0,\qquad \{a_p,a_q\}=0,\qquad \{a_p,c_q\}=\delta_{pq}.$$

Each mode carries a number $k_p$, and each scattering process $rs\to pq$ an amplitude $w_{pqrs}$. Define

$$P=\sum_p k_p\,c_pa_p,\qquad H=\sum_{pqrs}w_{pqrs}\,c_pc_qa_sa_r .$$

The result is that if $w_{pqrs}=0$ whenever $k_p+k_q\neq k_r+k_s$, then $[H,P]=0$. If $w$ is also antisymmetric in $p,q$ and in $r,s$, and the algebra is not the zero algebra, the converse holds too.

In Lean, the modes form a finite type `ι`, and the operators are elements of any complex algebra `A`. The structure `IsCAR c a` holds the three anticommutation relations, `momentum k c a` is $P$, and `interaction w c a` is $H$. The conclusion `Commute` says that the two products agree. The main theorem is `interaction_commute_momentum`; the equivalence is `commute_iff_conserving`, where `hl` and `hr` state the two antisymmetries and `Nontrivial A` says $1\neq0$.

Any prefactor such as $\tfrac12$ is absorbed in $w$. Nothing requires $c_p$ to be the adjoint of $a_p$, $H$ to be Hermitian or $k_p$ to be real, and no vacuum state is used. The label $k_p$ stands for one Cartesian component of momentum; for vector momenta the theorem applies to each component. The sums must agree exactly, so if the modes are Bloch states of a crystal labelled by crystal momentum, umklapp processes, which conserve that label only up to a reciprocal lattice vector, violate the hypothesis in every component where that vector is nonzero. That the amplitudes obey the selection rule is assumed here; physically it comes from translation invariance.

For a finite plane-wave basis, the theorem means that such an interaction has no matrix elements between states of different total momentum, so its matrix can be treated one momentum sector at a time.

## Each scattering term carries its momentum transfer

First commute a single number operator with $c_q$. Adding and subtracting $c_pc_qa_p$ gives

$$[c_pa_p,c_q]=c_p\{a_p,c_q\}-\{c_p,c_q\}a_p=\delta_{pq}c_p .$$

In the same way,

$$[c_pa_p,a_q]=c_p\{a_p,a_q\}-\{a_q,c_p\}a_p=-\delta_{pq}a_p .$$

Multiplying by $k_p$ and summing over $p$,

$$[P,c_q]=k_qc_q,\qquad [P,a_q]=-k_qa_q .$$

The commutator with $P$ obeys the Leibniz rule, so

$$\begin{aligned}
[P,c_pc_qa_sa_r]&=[P,c_p]c_qa_sa_r+c_p[P,c_q]a_sa_r\\
&\quad+c_pc_q[P,a_s]a_r+c_pc_qa_s[P,a_r]\\
&=(k_p+k_q-k_r-k_s)\,c_pc_qa_sa_r .
\end{aligned}$$

Summing with the amplitudes,

$$[P,H]=\sum_{pqrs}w_{pqrs}(k_p+k_q-k_r-k_s)\,c_pc_qa_sa_r .$$

Under the selection rule every coefficient is zero: either the momenta balance or the amplitude vanishes. Hence $[P,H]=0$.

## Reading amplitudes back from an operator

For the converse, suppose that $\sum u_{pqrs}c_pc_qa_sa_r=0$ for some coefficients $u$. Choose modes $i,j,l,m$ and strip off one operator at a time:

$$\begin{aligned}
[a_i,\,c_pc_qa_sa_r]&=\delta_{ip}c_qa_sa_r-\delta_{iq}c_pa_sa_r,\\
\{a_j,\,c_qa_sa_r\}&=\delta_{jq}a_sa_r,\\
[a_sa_r,\,c_l]&=\delta_{rl}a_s-\delta_{sl}a_r,\\
\{a_s,\,c_m\}&=\delta_{sm}.
\end{aligned}$$

Applied in succession, these operations turn the monomial into

$$(\delta_{ip}\delta_{jq}-\delta_{iq}\delta_{jp})(\delta_{rl}\delta_{sm}-\delta_{sl}\delta_{rm})\,1 .$$

Summing with $u$ and using $1\neq0$,

$$u_{ijlm}-u_{jilm}-u_{ijml}+u_{jiml}=0 .$$

Now let $H$ commute with $P$ and take $u_{pqrs}=w_{pqrs}(k_p+k_q-k_r-k_s)$. The bracket does not change when $p,q$ or $r,s$ are swapped, while $w$ changes sign. The four terms are therefore equal, and $4w_{pqrs}(k_p+k_q-k_r-k_s)=0$. Where the momenta do not balance, $w_{pqrs}$ must vanish.

## One mode and two modes

With one mode, $c_0^2=0$, so $H=0$ whatever the amplitude. With two modes, only the doubly occupied pair can scatter, and only into itself:

$$H=(w_{0101}-w_{1001}-w_{0110}+w_{1010})\,c_0c_1a_1a_0 .$$

This commutes with $P$ for every choice of $w$ and $k$. In particular, $w_{0001}$ may be nonzero with $k_0\neq k_1$: it violates the selection rule, but it multiplies $c_0c_0a_1a_0=0$. That is why the converse needs a condition such as antisymmetry, while the forward direction does not.

## The Lean file

```lean
import Mathlib

open Matrix

namespace MomentumConservingInteraction

noncomputable section

variable {ι A : Type*} [Fintype ι] [DecidableEq ι] [Ring A] [Algebra ℂ A]

/-- The canonical anticommutation relations for creation operators `c p` and
annihilation operators `a p`. -/
structure IsCAR (c a : ι → A) : Prop where
  cc : ∀ p q, c p * c q + c q * c p = 0
  aa : ∀ p q, a p * a q + a q * a p = 0
  ac : ∀ p q, a p * c q + c q * a p = if p = q then 1 else 0

/-- The total momentum `∑ k_p n_p`, with `n_p = c_p a_p`. -/
def momentum (k : ι → ℂ) (c a : ι → A) : A := ∑ p, k p • (c p * a p)

/-- The two-body interaction `∑ w_pqrs c_p c_q a_s a_r`. -/
def interaction (w : ι → ι → ι → ι → ℂ) (c a : ι → A) : A :=
  ∑ p, ∑ q, ∑ r, ∑ s, w p q r s • (c p * c q * a s * a r)

/-- The Kronecker delta with complex values. -/
def delta (p q : ι) : ℂ := if p = q then 1 else 0

/-- The commutator of the total momentum with `c_q` is `k_q c_q`. -/
theorem momentum_creation {c a : ι → A} (h : IsCAR c a) (k : ι → ℂ) (q : ι) :
    momentum k c a * c q - c q * momentum k c a = k q • c q := by
  have key : ∀ p, c p * a p * c q - c q * (c p * a p) = if p = q then c p else 0 := by
    intro p
    calc c p * a p * c q - c q * (c p * a p)
        = c p * (a p * c q + c q * a p) - (c p * c q + c q * c p) * a p := by noncomm_ring
      _ = _ := by rw [h.ac, h.cc]; split_ifs <;> simp
  unfold momentum
  rw [Finset.sum_mul, Finset.mul_sum, ← Finset.sum_sub_distrib]
  simp only [smul_mul_assoc, mul_smul_comm, ← smul_sub, key]
  simp

/-- The commutator of the total momentum with `a_q` is `-k_q a_q`. -/
theorem momentum_annihilation {c a : ι → A} (h : IsCAR c a) (k : ι → ℂ) (q : ι) :
    momentum k c a * a q - a q * momentum k c a = -(k q • a q) := by
  have key : ∀ p, c p * a p * a q - a q * (c p * a p) = if q = p then -a p else 0 := by
    intro p
    calc c p * a p * a q - a q * (c p * a p)
        = c p * (a p * a q + a q * a p) - (a q * c p + c p * a q) * a p := by noncomm_ring
      _ = _ := by rw [h.ac, h.aa]; split_ifs <;> simp
  unfold momentum
  rw [Finset.sum_mul, Finset.mul_sum, ← Finset.sum_sub_distrib]
  simp only [smul_mul_assoc, mul_smul_comm, ← smul_sub, key]
  simp

/-- The commutator of the total momentum with `c_p c_q a_s a_r` is that operator times
`k_p + k_q - k_r - k_s`. -/
theorem momentum_scattering {c a : ι → A} (h : IsCAR c a) (k : ι → ℂ) (p q r s : ι) :
    momentum k c a * (c p * c q * a s * a r) - c p * c q * a s * a r * momentum k c a
      = (k p + k q - k r - k s) • (c p * c q * a s * a r) := by
  have h1 := momentum_creation h k p
  have h2 := momentum_creation h k q
  have h3 := momentum_annihilation h k s
  have h4 := momentum_annihilation h k r
  generalize momentum k c a = P at *
  -- Leibniz rule for the commutator with `P`
  calc P * (c p * c q * a s * a r) - c p * c q * a s * a r * P
      = (P * c p - c p * P) * c q * a s * a r + c p * (P * c q - c q * P) * a s * a r
        + c p * c q * (P * a s - a s * P) * a r
        + c p * c q * a s * (P * a r - a r * P) := by noncomm_ring
    _ = _ := by
      rw [h1, h2, h3, h4]
      simp only [smul_mul_assoc, mul_smul_comm, mul_neg, neg_mul]
      module

/-- The commutator of the total momentum with a two-body interaction is the two-body
interaction whose amplitudes are multiplied by `k_p + k_q - k_r - k_s`. -/
theorem momentum_interaction {c a : ι → A} (h : IsCAR c a) (k : ι → ℂ)
    (w : ι → ι → ι → ι → ℂ) :
    momentum k c a * interaction w c a - interaction w c a * momentum k c a
      = interaction (fun p q r s => w p q r s * (k p + k q - k r - k s)) c a := by
  unfold interaction
  simp only [Finset.mul_sum, Finset.sum_mul, ← Finset.sum_sub_distrib, mul_smul_comm,
    smul_mul_assoc, ← smul_sub, momentum_scattering h, smul_smul]

/-- If `w_pqrs = 0` whenever `k_p + k_q ≠ k_r + k_s`, the interaction commutes with the
total momentum. -/
theorem interaction_commute_momentum {c a : ι → A} (h : IsCAR c a) (k : ι → ℂ)
    (w : ι → ι → ι → ι → ℂ)
    (hw : ∀ p q r s, k p + k q ≠ k r + k s → w p q r s = 0) :
    Commute (interaction w c a) (momentum k c a) := by
  have hz : ∀ p q r s, w p q r s * (k p + k q - k r - k s) = 0 := by
    intro p q r s
    by_cases hk : k p + k q = k r + k s
    · linear_combination w p q r s * hk
    · rw [hw p q r s hk, zero_mul]
  have e := momentum_interaction h k w
  simp only [hz, interaction, zero_smul, Finset.sum_const_zero] at e
  exact (sub_eq_zero.mp e).symm

/-- If a two-body operator vanishes in a nontrivial algebra, so do its amplitudes after
antisymmetrisation in the created and in the annihilated pair. -/
theorem antisymm_eq_zero [Nontrivial A] {c a : ι → A} (h : IsCAR c a)
    (u : ι → ι → ι → ι → ℂ) (hu : interaction u c a = 0) (i j l m : ι) :
    u i j l m - u j i l m - u i j m l + u j i m l = 0 := by
  have hac : ∀ p q, a p * c q + c q * a p = delta p q • (1 : A) := by
    intro p q
    rw [h.ac]; unfold delta; split_ifs <;> simp
  -- four linear maps, each removing one operator from a monomial
  obtain ⟨E1, h1⟩ : ∃ E : A →ₗ[ℂ] A, ∀ x, E x = a i * x - x * a i :=
    ⟨LinearMap.mulLeft ℂ (a i) - LinearMap.mulRight ℂ (a i), fun x => by simp⟩
  obtain ⟨E2, h2⟩ : ∃ E : A →ₗ[ℂ] A, ∀ x, E x = a j * x + x * a j :=
    ⟨LinearMap.mulLeft ℂ (a j) + LinearMap.mulRight ℂ (a j), fun x => by simp⟩
  obtain ⟨E3, h3⟩ : ∃ E : A →ₗ[ℂ] A, ∀ x, E x = x * c l - c l * x :=
    ⟨LinearMap.mulRight ℂ (c l) - LinearMap.mulLeft ℂ (c l), fun x => by simp⟩
  obtain ⟨E4, h4⟩ : ∃ E : A →ₗ[ℂ] A, ∀ x, E x = x * c m + c m * x :=
    ⟨LinearMap.mulRight ℂ (c m) + LinearMap.mulLeft ℂ (c m), fun x => by simp⟩
  have s1 : ∀ p q r s, E1 (c p * c q * a s * a r)
      = delta i p • (c q * a s * a r) - delta i q • (c p * a s * a r) := by
    intro p q r s
    calc E1 (c p * c q * a s * a r)
        = (a i * c p + c p * a i) * c q * a s * a r - c p * (a i * c q + c q * a i) * a s * a r
          + c p * c q * (a i * a s + a s * a i) * a r
          - c p * c q * a s * (a i * a r + a r * a i) := by rw [h1]; noncomm_ring
      _ = _ := by rw [hac, hac, h.aa, h.aa]; simp
  have s2 : ∀ q r s, E2 (c q * a s * a r) = delta j q • (a s * a r) := by
    intro q r s
    calc E2 (c q * a s * a r)
        = (a j * c q + c q * a j) * a s * a r - c q * (a j * a s + a s * a j) * a r
          + c q * a s * (a j * a r + a r * a j) := by rw [h2]; noncomm_ring
      _ = _ := by rw [hac, h.aa, h.aa]; simp
  have s3 : ∀ r s, E3 (a s * a r) = delta r l • a s - delta s l • a r := by
    intro r s
    calc E3 (a s * a r)
        = a s * (a r * c l + c l * a r) - (a s * c l + c l * a s) * a r := by
          rw [h3]; noncomm_ring
      _ = _ := by rw [hac, hac]; simp
  have s4 : ∀ s, E4 (a s) = delta s m • (1 : A) := fun s => by rw [h4, hac]
  have tot : ∀ p q r s, E4 (E3 (E2 (E1 (c p * c q * a s * a r))))
      = ((delta i p * delta j q - delta i q * delta j p)
        * (delta r l * delta s m - delta s l * delta r m)) • (1 : A) := by
    intro p q r s
    simp only [s1, s2, s3, s4, map_sub, map_smul]
    module
  have e := congrArg (fun x => E4 (E3 (E2 (E1 x)))) hu
  simp only [interaction, map_sum, map_smul, tot, map_zero, smul_smul,
    ← Finset.sum_smul] at e
  have e' := (smul_eq_zero.mp e).resolve_right one_ne_zero
  -- the deltas select single amplitudes
  have pick : ∀ i j l m, ∑ p, ∑ q, ∑ r, ∑ s,
      u p q r s * (delta i p * delta j q * delta r l * delta s m) = u i j l m := by
    intro i j l m
    have t : ∑ p, ∑ q, ∑ r, ∑ s,
        u p q r s * (delta i p * delta j q * delta r l * delta s m)
        = ∑ p, delta i p * (∑ q, delta j q * (∑ r, delta r l *
          (∑ s, delta s m * u p q r s))) := by
      simp only [Finset.mul_sum]
      refine Finset.sum_congr rfl fun p _ => Finset.sum_congr rfl fun q _ =>
        Finset.sum_congr rfl fun r _ => Finset.sum_congr rfl fun s _ => ?_
      ring
    rw [t]
    simp [delta]
  rw [← e', ← pick i j l m, ← pick j i l m, ← pick i j m l, ← pick j i m l]
  simp only [← Finset.sum_sub_distrib, ← Finset.sum_add_distrib]
  refine Finset.sum_congr rfl fun p _ => Finset.sum_congr rfl fun q _ =>
    Finset.sum_congr rfl fun r _ => Finset.sum_congr rfl fun s _ => ?_
  ring

/-- In a nontrivial algebra, for amplitudes antisymmetric in each pair, the interaction commutes
with the total momentum exactly when `w_pqrs = 0` for all `k_p + k_q ≠ k_r + k_s`. -/
theorem commute_iff_conserving [Nontrivial A] {c a : ι → A} (h : IsCAR c a) (k : ι → ℂ)
    (w : ι → ι → ι → ι → ℂ) (hl : ∀ p q r s, w q p r s = -w p q r s)
    (hr : ∀ p q r s, w p q s r = -w p q r s) :
    Commute (interaction w c a) (momentum k c a) ↔
      ∀ p q r s, k p + k q ≠ k r + k s → w p q r s = 0 := by
  refine ⟨fun hc p q r s hk => ?_, interaction_commute_momentum h k w⟩
  have e := momentum_interaction h k w
  rw [hc.eq, sub_self] at e
  have z := antisymm_eq_zero h _ e.symm p q r s
  have hk' : k p + k q - k r - k s ≠ 0 := fun h0 => hk (by linear_combination h0)
  have z' : w p q r s * (k p + k q - k r - k s) = 0 := by
    simp only [hl p q, hr p q r s] at z
    linear_combination z / 4
  exact (mul_eq_zero.mp z').resolve_right hk'

/-- Integer annihilation matrices of two fermionic modes in the basis `00, 10, 01, 11`. -/
def modeMatrix : Fin 2 → Matrix (Fin 4) (Fin 4) ℤ :=
  ![!![0, 1, 0, 0; 0, 0, 0, 0; 0, 0, 0, 1; 0, 0, 0, 0],
    !![0, 0, 1, 0; 0, 0, 0, -1; 0, 0, 0, 0; 0, 0, 0, 0]]

/-- An integer matrix read as a complex matrix. -/
def castM : Matrix (Fin 4) (Fin 4) ℤ →+* Matrix (Fin 4) (Fin 4) ℂ :=
  (Int.castRingHom ℂ).mapMatrix

/-- The complex annihilation matrices of the two modes. -/
def twoModeA (p : Fin 2) : Matrix (Fin 4) (Fin 4) ℂ := castM (modeMatrix p)

/-- The complex creation matrices of the two modes, transposes of the annihilation matrices. -/
def twoModeC (p : Fin 2) : Matrix (Fin 4) (Fin 4) ℂ := castM (modeMatrix p)ᵀ

/-- The two-mode matrices satisfy the anticommutation relations, and their two-body operator
`c_0 c_1 a_1 a_0` is nonzero. -/
theorem isCAR_witness : IsCAR twoModeC twoModeA ∧
    twoModeC 0 * twoModeC 1 * twoModeA 1 * twoModeA 0 ≠ 0 := by
  -- the relations are computed over the integers and then mapped to complex matrices
  have hcc : ∀ p q, (modeMatrix p)ᵀ * (modeMatrix q)ᵀ
      + (modeMatrix q)ᵀ * (modeMatrix p)ᵀ = 0 := by decide +kernel
  have haa : ∀ p q, modeMatrix p * modeMatrix q + modeMatrix q * modeMatrix p = 0 := by
    decide +kernel
  have hac : ∀ p q, modeMatrix p * (modeMatrix q)ᵀ + (modeMatrix q)ᵀ * modeMatrix p
      = if p = q then 1 else 0 := by decide +kernel
  have hne : (modeMatrix 0)ᵀ * (modeMatrix 1)ᵀ * modeMatrix 1 * modeMatrix 0
      = Matrix.single 3 3 1 := by decide +kernel
  refine ⟨⟨fun p q => ?_, fun p q => ?_, fun p q => ?_⟩, fun h0 => ?_⟩
  · have e := congrArg castM (hcc p q)
    rw [map_add, map_mul, map_mul, map_zero] at e
    exact e
  · have e := congrArg castM (haa p q)
    rw [map_add, map_mul, map_mul, map_zero] at e
    exact e
  · have e := congrArg castM (hac p q)
    rw [map_add, map_mul, map_mul, apply_ite castM, map_one, map_zero] at e
    exact e
  · have e := congrArg castM hne
    rw [map_mul, map_mul, map_mul] at e
    have y : castM (Matrix.single 3 3 1) = 0 := e.symm.trans h0
    have z := congrFun (congrFun y 3) 3
    simp [castM] at z

end

end MomentumConservingInteraction
```

```lean
#print axioms MomentumConservingInteraction.interaction_commute_momentum
-- 'MomentumConservingInteraction.interaction_commute_momentum' depends on axioms: [propext, Classical.choice, Quot.sound]
#print axioms MomentumConservingInteraction.commute_iff_conserving
-- 'MomentumConservingInteraction.commute_iff_conserving' depends on axioms: [propext, Classical.choice, Quot.sound]
```

## How the proof follows the calculation

**Commutators with the momentum.** In `momentum_creation` and `momentum_annihilation`, the local statement `key` is the commutator with one number operator. The tactic `noncomm_ring` checks the regrouping into anticommutators without changing the order of factors, and the relations in `IsCAR` then evaluate them. The sum over modes leaves the single term with label $q$.

In `momentum_scattering`, `generalize` replaces the sum defining $P$ by a letter, which makes the Leibniz rule an identity between products of five symbols. After the four known commutators are substituted, `module` collects the scalar coefficients. `momentum_interaction` carries the result through the fourfold sum.

**The selection rule.** `interaction_commute_momentum` splits on whether the momenta balance. In both cases the coefficient $w_{pqrs}(k_p+k_q-k_r-k_s)$ is zero, which is the statement `hz`, and so the commutator vanishes.

**The converse.** In `antisymm_eq_zero`, the four stripping operations are the linear maps `E1` to `E4`. Linearity lets them pass through the sums and scalars. The statements `s1` to `s4` are the four displayed reductions, and `tot` is their combined effect. Once the factor $1$ has been removed, `pick` shows that a product of four deltas selects one amplitude.

`commute_iff_conserving` applies this lemma to the coefficients of $[P,H]$. The antisymmetries merge the four terms, `linear_combination z / 4` removes the factor of four, and the nonzero momentum difference is cancelled.

**An explicit pair of modes.** `isCAR_witness` shows that the relations are realised by $4\times4$ matrices in the basis $00,10,01,11$, with a nonzero two-body operator. The products are computed with integer entries and carried over to complex matrices by the ring homomorphism `castM`. The matrix of $c_0c_1a_1a_0$ has a single nonzero entry, a $1$ on the diagonal at the doubly occupied state.
